# Stiffness bounds the shrinkage of a cell under a constant negative spurious pressure

Let P(V) = −dE/dV be the true pressure of a cell of volume V, so that positive pressure pushes the cell outwards. My plane-wave PAW code reports P(V) + s, where s < 0 is a spurious pressure from the incomplete basis. I relax the volume until the reported pressure is zero. A negative pressure sounds like a small offset, but my soft crystal comes out visibly too small while a hard one looks fine. Can I bound the volume error without knowing the whole curve P(V)?

## From a pressure offset to a volume error

Yes, if you can bound the slope of P. Call −P′(V) the stiffness, and suppose that b ≤ −P′(V) ≤ B, with b > 0, on an interval of volumes containing both the true equilibrium V0 and the relaxed volume V1. These satisfy

P(V0) = 0,  P(V1) + s = 0, so P(V1) = −s = |s|.

For V < W in the interval, the mean value theorem gives a c between them with P(V) − P(W) = −P′(c)(W − V). Hence

b(W − V) ≤ P(V) − P(W) ≤ B(W − V).

If V1 ≥ V0, this would give P(V1) ≤ P(V0) = 0, contradicting P(V1) = |s| > 0. So V1 < V0. Taking V = V1 and W = V0, the pressure drop is exactly |s|:

b(V0 − V1) ≤ |s| ≤ B(V0 − V1),

|s|/B ≤ V0 − V1 ≤ |s|/b.

For example, take V0 = 40 Å³, s = −2 GPa and stiffness between 1 and 2 GPa/Å³. The cell loses between 1 and 2 Å³. A harder material with stiffness at least 4 GPa/Å³ loses at most 0.5 Å³ under the same s. In general, if one material's stiffness is at most B and another's is at least c > B, the first has an error of at least |s|/B and the second an error of at most |s|/c, which is smaller.

In the limiting case b = B = k, the law P(V) = k(V0 − V) gives V0 − V1 = |s|/k, so both bounds are attained.

A relaxed cell exists if the stiffness bounds hold at all positive volumes and |s| < bV0. At the positive volume V0 − |s|/b the pressure is at least |s|, at V0 it is zero, and continuity supplies a V1 between them. Equality |s| = bV0 would not suffice: the linear law with k = b then gives V1 = 0. No real crystal keeps its stiffness above a fixed b > 0 at all volumes, because its pressure tends to zero on large expansion. The argument uses the bounds only between V0 − |s|/b and V0, so for a real crystal it is enough to check them there; `exists_relaxed_cell` assumes more than this.

For relative errors, set x = log V. Then dP/dx = V P′(V) = −K, where K is the bulk modulus. If 0 < K1 ≤ K ≤ K2, the same argument bounds log V0 − log V1 between |s|/K2 and |s|/K1, so

V0 exp(−|s|/K1) ≤ V1 ≤ V0 exp(−|s|/K2).

## What the Lean statements assume

`StiffnessBetween P P' b B S` says that `P'` is the derivative of `P` on the window `S` and obeys the slope bounds. `S.OrdConnected` makes the window an interval; `Ioi 0` is the choice of all positive volumes. `IsRelaxed P s V` means `P V + s = 0`, with zero external pressure, and `IsRelaxed P 0 V0` describes the true equilibrium. The main result is `volume_error_bounds`.

The model has one parameter, the volume, and s is a given constant: neither its size nor its sign is derived from a basis set. "Softer" in `softer_material_larger_error` refers to −dP/dV = K/V, which depends on the cell size as well as the material; `volume_ratio_bounds` uses K itself.

```lean
import Mathlib

open Set

namespace SpuriousPressure

/-- On the window `S` of volumes the pressure curve `P` has derivative `P'`, and the
stiffness `-P'` lies between `b` and `B`. -/
def StiffnessBetween (P P' : ℝ → ℝ) (b B : ℝ) (S : Set ℝ) : Prop :=
  ∀ V ∈ S, HasDerivAt P (P' V) V ∧ -B ≤ P' V ∧ P' V ≤ -b

/-- A cell of volume `V` is relaxed when the reported pressure, the true pressure `P V` plus
a constant spurious pressure `s`, vanishes. -/
def IsRelaxed (P : ℝ → ℝ) (s V : ℝ) : Prop := P V + s = 0

/-- The bulk modulus `-V dP/dV` at volume `V`, for a pressure curve with derivative `P'`. -/
def bulkModulus (P' : ℝ → ℝ) (V : ℝ) : ℝ := -(V * P' V)

/-- When a cell expands from `V` to `W` within a connected window, the pressure drops by at
least `b (W - V)` and at most `B (W - V)`, where `b` and `B` bound the stiffness. -/
theorem pressure_drop_bounds {P P' : ℝ → ℝ} {b B V W : ℝ} {S : Set ℝ}
    (h : StiffnessBetween P P' b B S) (hS : S.OrdConnected)
    (hV : V ∈ S) (hW : W ∈ S) (hVW : V ≤ W) :
    b * (W - V) ≤ P V - P W ∧ P V - P W ≤ B * (W - V) := by
  rcases hVW.eq_or_lt with rfl | hlt
  · simp
  have hsub : Icc V W ⊆ S := hS.out hV hW
  -- the mean value theorem gives a volume where the slope is the average slope
  obtain ⟨c, hc, hslope⟩ := exists_hasDerivAt_eq_slope P P' hlt
    (fun x hx => (h x (hsub hx)).1.continuousAt.continuousWithinAt)
    (fun x hx => (h x (hsub (Ioo_subset_Icc_self hx))).1)
  obtain ⟨_, h1, h2⟩ := h c (hsub (Ioo_subset_Icc_self hc))
  have hd : 0 < W - V := sub_pos.2 hlt
  rw [eq_div_iff hd.ne'] at hslope
  have h3 := mul_le_mul_of_nonneg_right h1 hd.le
  have h4 := mul_le_mul_of_nonneg_right h2 hd.le
  constructor <;> linarith

/-- If the stiffness lies between `b > 0` and `B` on a connected window containing the true
equilibrium volume and the relaxed volume, a negative spurious pressure makes the relaxed cell
smaller than the true equilibrium cell. -/
theorem cell_too_small {P P' : ℝ → ℝ} {b B s V0 V1 : ℝ} {S : Set ℝ}
    (h : StiffnessBetween P P' b B S) (hS : S.OrdConnected) (hb : 0 < b) (hs : s < 0)
    (hV0 : V0 ∈ S) (hV1 : V1 ∈ S) (h0 : IsRelaxed P 0 V0) (h1 : IsRelaxed P s V1) :
    V1 < V0 := by
  by_contra hcon
  have hle : V0 ≤ V1 := not_lt.1 hcon
  have hdrop := (pressure_drop_bounds h hS hV0 hV1 hle).1
  have hnonneg := mul_nonneg hb.le (sub_nonneg.2 hle)
  simp only [IsRelaxed] at h0 h1
  linarith

/-- If the stiffness lies between `b > 0` and `B` on a connected window containing the true
equilibrium volume and the relaxed volume, a constant spurious pressure `s < 0` shrinks the
equilibrium volume by at least `|s| / B` and at most `|s| / b`. -/
theorem volume_error_bounds {P P' : ℝ → ℝ} {b B s V0 V1 : ℝ} {S : Set ℝ}
    (h : StiffnessBetween P P' b B S) (hS : S.OrdConnected) (hb : 0 < b) (hs : s < 0)
    (hV0 : V0 ∈ S) (hV1 : V1 ∈ S) (h0 : IsRelaxed P 0 V0) (h1 : IsRelaxed P s V1) :
    |s| / B ≤ V0 - V1 ∧ V0 - V1 ≤ |s| / b := by
  have hlt := cell_too_small h hS hb hs hV0 hV1 h0 h1
  obtain ⟨hlow, hupp⟩ := pressure_drop_bounds h hS hV1 hV0 hlt.le
  have hB : 0 < B := by
    obtain ⟨_, h2, h3⟩ := h V0 hV0
    linarith
  simp only [IsRelaxed] at h0 h1
  -- the pressure drop from V1 to V0 is exactly |s|
  rw [abs_of_neg hs, div_le_iff₀ hB, le_div_iff₀ hb]
  constructor <;> linarith

/-- If the stiffness is between `b > 0` and `B` at all positive volumes, `V0` is the true
equilibrium volume and `|s| < b V0`, then a relaxed cell of positive volume exists under the
spurious pressure `s < 0`. -/
theorem exists_relaxed_cell {P P' : ℝ → ℝ} {b B s V0 : ℝ}
    (h : StiffnessBetween P P' b B (Ioi 0)) (hb : 0 < b) (hs : s < 0)
    (h0 : IsRelaxed P 0 V0) (hsmall : |s| < b * V0) :
    ∃ V1, 0 < V1 ∧ IsRelaxed P s V1 := by
  obtain ⟨d, hd0, hd⟩ : ∃ d : ℝ, 0 ≤ d ∧ d * b = |s| :=
    ⟨|s| / b, by positivity, div_mul_cancel₀ _ hb.ne'⟩
  have hdV : d < V0 := lt_of_mul_lt_mul_right (by linarith : d * b < V0 * b) hb.le
  have hpos : 0 < V0 - d := sub_pos.2 hdV
  have hle : V0 - d ≤ V0 := by linarith
  have hdrop := (pressure_drop_bounds h ordConnected_Ioi
    (mem_Ioi.2 hpos) (mem_Ioi.2 (by linarith : 0 < V0)) hle).1
  have hcont : ContinuousOn P (Icc (V0 - d) V0) := fun x hx =>
    (h x (mem_Ioi.2 (lt_of_lt_of_le hpos hx.1))).1.continuousAt.continuousWithinAt
  simp only [IsRelaxed] at h0 ⊢
  -- the true pressure takes the value |s| between V0 - |s|/b and V0
  have hmem : |s| ∈ Icc (P V0) (P (V0 - d)) :=
    ⟨by linarith [abs_nonneg s], by linarith⟩
  obtain ⟨V1, hV1, hP⟩ := intermediate_value_Icc' hle hcont hmem
  refine ⟨V1, lt_of_lt_of_le hpos hV1.1, ?_⟩
  rw [hP, abs_of_neg hs]
  ring

/-- The linear pressure law `k (V0 - V)` with `k > 0` has constant stiffness `k`, and under a
spurious pressure `s < 0` its volume error is exactly `|s| / k`. -/
theorem linear_law_sharp {k s : ℝ} (V0 V1 : ℝ) (hk : 0 < k) (hs : s < 0) :
    StiffnessBetween (fun V => k * (V0 - V)) (fun _ => -k) k k univ ∧
      (IsRelaxed (fun V => k * (V0 - V)) s V1 ↔ V0 - V1 = |s| / k) := by
  constructor
  · intro V _
    exact ⟨(((hasDerivAt_id' V).const_sub V0).const_mul k).congr_deriv (by simp),
      le_rfl, le_rfl⟩
  · simp only [IsRelaxed]
    rw [eq_div_iff hk.ne', abs_of_neg hs]
    constructor <;> intro h <;> linarith

/-- Under the same spurious pressure `s < 0`, a material with stiffness between `b > 0` and `B` has
a larger volume error than one with stiffness between `c > B` and `C`, provided that each material's
bounds hold on a connected window containing its equilibrium and relaxed volumes. -/
theorem softer_material_larger_error {P P' Q Q' : ℝ → ℝ} {b B c C s V0 V1 W0 W1 : ℝ}
    {S T : Set ℝ} (hP : StiffnessBetween P P' b B S) (hQ : StiffnessBetween Q Q' c C T)
    (hS : S.OrdConnected) (hT : T.OrdConnected) (hb : 0 < b) (hBc : B < c) (hs : s < 0)
    (hV0 : V0 ∈ S) (hV1 : V1 ∈ S) (hW0 : W0 ∈ T) (hW1 : W1 ∈ T)
    (p0 : IsRelaxed P 0 V0) (p1 : IsRelaxed P s V1)
    (q0 : IsRelaxed Q 0 W0) (q1 : IsRelaxed Q s W1) :
    W0 - W1 < V0 - V1 := by
  have hB : 0 < B := by
    obtain ⟨_, h2, h3⟩ := hP V0 hV0
    linarith
  calc W0 - W1 ≤ |s| / c :=
        (volume_error_bounds hQ hT (hB.trans hBc) hs hW0 hW1 q0 q1).2
    _ < |s| / B := div_lt_div_of_pos_left (abs_pos.2 hs.ne) hB hBc
    _ ≤ V0 - V1 := (volume_error_bounds hP hS hb hs hV0 hV1 p0 p1).1

/-- If the bulk modulus lies between `K1 > 0` and `K2` on a connected window containing the
equilibrium volume and the positive relaxed volume, a spurious pressure `s < 0` scales the positive
equilibrium volume by a factor between `exp (-|s| / K1)` and `exp (-|s| / K2)`. -/
theorem volume_ratio_bounds {P P' : ℝ → ℝ} {K1 K2 s V0 V1 : ℝ} {S : Set ℝ}
    (hP : ∀ V ∈ S, HasDerivAt P (P' V) V)
    (hK : ∀ V ∈ S, K1 ≤ bulkModulus P' V ∧ bulkModulus P' V ≤ K2)
    (hS : S.OrdConnected) (hK1 : 0 < K1) (hs : s < 0)
    (hV0 : V0 ∈ S) (hV1 : V1 ∈ S) (pos0 : 0 < V0) (pos1 : 0 < V1)
    (h0 : IsRelaxed P 0 V0) (h1 : IsRelaxed P s V1) :
    V0 * Real.exp (-(|s| / K1)) ≤ V1 ∧ V1 ≤ V0 * Real.exp (-(|s| / K2)) := by
  -- in the variable x = log V the stiffness is the bulk modulus
  have hlog : StiffnessBetween (P ∘ Real.exp) (fun x => P' (Real.exp x) * Real.exp x)
      K1 K2 (Real.exp ⁻¹' S) := by
    intro x hx
    have hb := hK (Real.exp x) hx
    simp only [bulkModulus] at hb
    refine ⟨(hP (Real.exp x) hx).comp x (Real.hasDerivAt_exp x), ?_, ?_⟩
    · linarith [hb.2]
    · linarith [hb.1]
  have hconn : (Real.exp ⁻¹' S).OrdConnected :=
    ⟨fun x hx y hy z hz => hS.out hx hy
      ⟨Real.exp_le_exp.2 hz.1, Real.exp_le_exp.2 hz.2⟩⟩
  have hb := volume_error_bounds (V0 := Real.log V0) (V1 := Real.log V1) hlog hconn hK1 hs
    (by rw [mem_preimage, Real.exp_log pos0]; exact hV0)
    (by rw [mem_preimage, Real.exp_log pos1]; exact hV1)
    (by rw [IsRelaxed, Function.comp_apply, Real.exp_log pos0]; exact h0)
    (by rw [IsRelaxed, Function.comp_apply, Real.exp_log pos1]; exact h1)
  -- return from log V to V
  have e : ∀ a, V0 * Real.exp a = Real.exp (Real.log V0 + a) := by
    intro a
    rw [Real.exp_add, Real.exp_log pos0]
  rw [e, e]
  constructor
  · calc Real.exp (Real.log V0 + -(|s| / K1)) ≤ Real.exp (Real.log V1) :=
          Real.exp_le_exp.2 (by linarith [hb.2])
      _ = V1 := Real.exp_log pos1
  · calc V1 = Real.exp (Real.log V1) := (Real.exp_log pos1).symm
      _ ≤ Real.exp (Real.log V0 + -(|s| / K2)) :=
          Real.exp_le_exp.2 (by linarith [hb.1])

end SpuriousPressure
```

```lean
#print axioms SpuriousPressure.pressure_drop_bounds
#print axioms SpuriousPressure.linear_law_sharp
#print axioms SpuriousPressure.softer_material_larger_error
#print axioms SpuriousPressure.volume_ratio_bounds
```

```
'SpuriousPressure.pressure_drop_bounds' depends on axioms: [propext, Classical.choice, Quot.sound]
'SpuriousPressure.linear_law_sharp' depends on axioms: [propext, Classical.choice, Quot.sound]
'SpuriousPressure.softer_material_larger_error' depends on axioms: [propext, Classical.choice, Quot.sound]
'SpuriousPressure.volume_ratio_bounds' depends on axioms: [propext, Classical.choice, Quot.sound]
```

## Where each step sits in the code

`pressure_drop_bounds` obtains c from `exists_hasDerivAt_eq_slope`, after `hS.out` has placed the whole segment inside the window. `cell_too_small` is the argument by contradiction. `volume_error_bounds` applies the drop from V1 to V0, derives B > 0 from the slope bounds at V0, and clears the two divisions.

`exists_relaxed_cell` names the distance |s|/b as `d` and uses `intermediate_value_Icc'`. `linear_law_sharp` differentiates the linear law and solves for its volume error, while `softer_material_larger_error` chains the upper bound for the hard material to the lower bound for the soft one.

Finally, `volume_ratio_bounds` applies the main theorem to `P ∘ Real.exp`. The chain rule turns the bulk-modulus bounds into stiffness bounds in x, and exponentiating returns the result to volumes.
